# Two-step and one-step downfolding at a fixed energy agree when the R and joint QR denominators are invertible

Take three levels a, b, c in a chain, with real couplings u between a and b and v between b and c. If I eliminate c at energy E, level b moves to b + v²/(E − c). Eliminating b next gives the effective energy

a + u² / (E − b − v²/(E − c)).

Eliminating b and c together gives

a + u² (E − c) / ((E − b)(E − c) − v²),

which is the same number whenever E ≠ c and the last denominator is nonzero. I expect this to hold for whole blocks P, Q, R of a Hamiltonian matrix, with every pair of blocks coupled. Can it be made rigorous, including when the second step is well defined, and checked by machine?

## Yes: the source on P is the same either way

Start with two blocks, the second to be eliminated, and let D = E − H₂₂ be invertible. The equation (E − H)(x, y) = (s, 0) reads

(E − H₁₁)x − H₁₂y = s

−H₂₁x + Dy = 0.

The second row gives y = D⁻¹H₂₁x. Inserting this in the first gives

(E − H_eff)x = s, with H_eff = H₁₁ + H₁₂D⁻¹H₂₁.

The steps reverse, so the two forms are equivalent. Multiplying the second block column of E − H on the right by D⁻¹H₂₁ and adding the result to the first makes the matrix block triangular, so

det(E − H) = det D · det(E − H_eff).

Now let J = Q ⊕ R, and let K be the Hamiltonian on P ⊕ Q left after eliminating R. Downfolding the block H_JJ alone gives K_QQ, hence

det(E − H_JJ) = det(E − H_RR) · det(E − K_QQ).

If the left side is nonzero, so is the last factor, and Q can be eliminated.

For equality, take any x on P. Set y = (E − H_JJ)⁻¹H_JP x and s = (E − H_joint)x, where H_joint comes from the one-step elimination. Then, with y = (y_Q, y_R),

(E − H)(x, y_Q, y_R) = (s, 0, 0).

Eliminating R gives (E − K)(x, y_Q) = (s, 0). Eliminating Q gives (E − H_seq)x = s, where H_seq is the two-step result. Thus H_seq x = H_joint x for every x, and the matrices are equal.

## Blocks, denominators and the fixed energy in Lean

The finite types `p`, `q`, `r` label orthonormal basis states. `H` is any complex matrix on `(p ⊕ q) ⊕ r`, Hermitian or not, and `E` is any complex number. `gap E H` is the denominator D, `downfold E H` is H_eff, and `regroup H` is the same matrix read on `p ⊕ (q ⊕ r)`. `IsUnit` means invertible.

`sequential_downfolding` assumes that E − H_RR and E − H_JJ are invertible: E is not an eigenvalue of either eliminated block. It concludes that the second denominator is invertible and that the two effective Hamiltonians are equal. Both steps use the same E and exact inverses; perturbative denominators and energy-independent effective Hamiltonians are not covered.

For active-space work with a finite matrix, this means that external configurations can be removed in stages at fixed E without changing the effective Hamiltonian, provided the inverse needed at each stage exists and is exact.

```lean
import Mathlib

open Matrix

namespace SequentialDownfolding

noncomputable section

variable {m n p q r : Type*} [Fintype m] [Fintype n] [Fintype p] [Fintype q] [Fintype r]
  [DecidableEq m] [DecidableEq n] [DecidableEq p] [DecidableEq q] [DecidableEq r]

/-- The energy denominator `E - H₂₂` of the second block, the one to be eliminated. -/
def gap (E : ℂ) (H : Matrix (m ⊕ n) (m ⊕ n) ℂ) : Matrix n n ℂ :=
  E • (1 : Matrix n n ℂ) - H.toBlocks₂₂

/-- The energy-dependent effective Hamiltonian `H₁₁ + H₁₂ (E - H₂₂)⁻¹ H₂₁` on the first block. -/
def downfold (E : ℂ) (H : Matrix (m ⊕ n) (m ⊕ n) ℂ) : Matrix m m ℂ :=
  H.toBlocks₁₁ + H.toBlocks₁₂ * (gap E H)⁻¹ * H.toBlocks₂₁

/-- The same three-block Hamiltonian, with `Q` and `R` grouped into one block. -/
def regroup (H : Matrix ((p ⊕ q) ⊕ r) ((p ⊕ q) ⊕ r) ℂ) :
    Matrix (p ⊕ (q ⊕ r)) (p ⊕ (q ⊕ r)) ℂ :=
  H.submatrix (Equiv.sumAssoc p q r).symm (Equiv.sumAssoc p q r).symm

omit [Fintype m] [Fintype n] in
/-- The matrix `E - H` written in blocks. -/
theorem sub_eq_fromBlocks (E : ℂ) (H : Matrix (m ⊕ n) (m ⊕ n) ℂ) :
    E • (1 : Matrix (m ⊕ n) (m ⊕ n) ℂ) - H =
      fromBlocks (E • (1 : Matrix m m ℂ) - H.toBlocks₁₁) (-H.toBlocks₁₂)
        (-H.toBlocks₂₁) (gap E H) := by
  ext (i | i) (j | j) <;>
    simp [gap, toBlocks₁₁, toBlocks₁₂, toBlocks₂₁, toBlocks₂₂, Matrix.one_apply]

/-- If `E - H₂₂` is invertible, the secular determinant of `H` is that of the eliminated block times
that of the effective Hamiltonian, both taken at the energy `E`. -/
theorem det_sub_eq (E : ℂ) (H : Matrix (m ⊕ n) (m ⊕ n) ℂ) (h : IsUnit (gap E H)) :
    (E • (1 : Matrix (m ⊕ n) (m ⊕ n) ℂ) - H).det =
      (gap E H).det * (E • (1 : Matrix m m ℂ) - downfold E H).det := by
  let := h.invertible
  rw [sub_eq_fromBlocks, det_fromBlocks₂₂, invOf_eq_nonsing_inv]
  simp only [downfold, Matrix.neg_mul, Matrix.mul_neg, neg_neg, sub_sub]

/-- If `E - H₂₂` is invertible, a vector `(x, y)` solves `(E - H)(x, y) = (s, 0)` exactly when `x`
solves the effective equation with source `s` and `y` is reconstructed from `x`. -/
theorem source_iff {E : ℂ} {H : Matrix (m ⊕ n) (m ⊕ n) ℂ} (h : IsUnit (gap E H))
    (x : m → ℂ) (y : n → ℂ) (s : m → ℂ) :
    (E • (1 : Matrix (m ⊕ n) (m ⊕ n) ℂ) - H) *ᵥ Sum.elim x y = Sum.elim s 0 ↔
      (E • (1 : Matrix m m ℂ) - downfold E H) *ᵥ x = s ∧
        y = (gap E H)⁻¹ *ᵥ (H.toBlocks₂₁ *ᵥ x) := by
  have hdet : IsUnit (gap E H).det := (Matrix.isUnit_iff_isUnit_det _).1 h
  have split : ∀ (a c : m → ℂ) (b d : n → ℂ),
      Sum.elim a b = Sum.elim c d ↔ a = c ∧ b = d := by
    intro a c b d
    constructor
    · intro e
      exact ⟨funext fun i => congrFun e (Sum.inl i), funext fun i => congrFun e (Sum.inr i)⟩
    · rintro ⟨rfl, rfl⟩
      rfl
  -- the second row determines `y`
  have row2 : (-H.toBlocks₂₁) *ᵥ x + gap E H *ᵥ y = 0 ↔
      y = (gap E H)⁻¹ *ᵥ (H.toBlocks₂₁ *ᵥ x) := by
    rw [Matrix.neg_mulVec, neg_add_eq_zero]
    constructor
    · intro e
      rw [e, Matrix.mulVec_mulVec, Matrix.nonsing_inv_mul _ hdet, Matrix.one_mulVec]
    · intro e
      rw [e, Matrix.mulVec_mulVec, Matrix.mul_nonsing_inv _ hdet, Matrix.one_mulVec]
  -- inserting it in the first row produces the effective Hamiltonian
  have row1 : (E • (1 : Matrix m m ℂ) - H.toBlocks₁₁) *ᵥ x +
      (-H.toBlocks₁₂) *ᵥ ((gap E H)⁻¹ *ᵥ (H.toBlocks₂₁ *ᵥ x)) =
      (E • (1 : Matrix m m ℂ) - downfold E H) *ᵥ x := by
    simp only [downfold, Matrix.sub_mulVec, Matrix.add_mulVec, Matrix.neg_mulVec,
      Matrix.mulVec_mulVec, Matrix.mul_assoc, Matrix.neg_mul]
    abel
  rw [sub_eq_fromBlocks, Matrix.fromBlocks_mulVec, Sum.elim_comp_inl, Sum.elim_comp_inr,
    split, row2]
  constructor
  · rintro ⟨e1, e2⟩
    rw [e2, row1] at e1
    exact ⟨e1, e2⟩
  · rintro ⟨e1, e2⟩
    refine ⟨?_, e2⟩
    rw [e2, row1]
    exact e1

/-- If `E - H₂₂` is invertible, `(x, y)` satisfies the Schrödinger equation at energy `E` exactly
when `x` satisfies the effective one and `y` is reconstructed from `x`. -/
theorem schrodinger_iff {E : ℂ} {H : Matrix (m ⊕ n) (m ⊕ n) ℂ} (h : IsUnit (gap E H))
    (x : m → ℂ) (y : n → ℂ) :
    H *ᵥ Sum.elim x y = E • Sum.elim x y ↔
      downfold E H *ᵥ x = E • x ∧ y = (gap E H)⁻¹ *ᵥ (H.toBlocks₂₁ *ᵥ x) := by
  have key := source_iff h x y 0
  have h0 : (Sum.elim (0 : m → ℂ) (0 : n → ℂ)) = 0 := by
    funext i
    rcases i with i | i <;> rfl
  rw [h0, Matrix.sub_mulVec, Matrix.sub_mulVec, Matrix.smul_mulVec, Matrix.smul_mulVec,
    Matrix.one_mulVec, Matrix.one_mulVec, sub_eq_zero, sub_eq_zero] at key
  rw [eq_comm, key, eq_comm (a := E • x)]

omit [Fintype p] [DecidableEq p] in
/-- Once `E - H_RR` is invertible, the elimination of `Q` after `R` is well defined exactly when
the joint elimination of `Q` and `R` is. -/
theorem second_step_iff {E : ℂ} {H : Matrix ((p ⊕ q) ⊕ r) ((p ⊕ q) ⊕ r) ℂ}
    (hR : IsUnit (gap E H)) :
    IsUnit (gap E (downfold E H)) ↔ IsUnit (gap E (regroup H)) := by
  -- downfolding the `QR` block alone gives the `QQ` block of the downfolded Hamiltonian
  have hg : gap E (regroup H).toBlocks₂₂ = gap E H := rfl
  have hF : downfold E (regroup H).toBlocks₂₂ = (downfold E H).toBlocks₂₂ := by
    unfold downfold
    rw [hg]
    rfl
  have hdet : (gap E (regroup H)).det = (gap E H).det * (gap E (downfold E H)).det := by
    have h := det_sub_eq E (regroup H).toBlocks₂₂ (hg ▸ hR)
    rw [hg, hF] at h
    exact h
  rw [Matrix.isUnit_iff_isUnit_det] at hR
  rw [Matrix.isUnit_iff_isUnit_det, Matrix.isUnit_iff_isUnit_det, hdet, IsUnit.mul_iff]
  exact ⟨fun h => ⟨hR, h⟩, fun h => h.2⟩

/-- An equation with a source on `P` only keeps its form when the blocks are regrouped. -/
theorem source_regroup {E : ℂ} {H : Matrix ((p ⊕ q) ⊕ r) ((p ⊕ q) ⊕ r) ℂ}
    {x s : p → ℂ} {y : q ⊕ r → ℂ}
    (h : (E • (1 : Matrix (p ⊕ (q ⊕ r)) (p ⊕ (q ⊕ r)) ℂ) - regroup H) *ᵥ Sum.elim x y =
      Sum.elim s 0) :
    (E • (1 : Matrix ((p ⊕ q) ⊕ r) ((p ⊕ q) ⊕ r) ℂ) - H) *ᵥ
      Sum.elim (Sum.elim x (y ∘ Sum.inl)) (y ∘ Sum.inr) = Sum.elim (Sum.elim s 0) 0 := by
  have hsub : E • (1 : Matrix (p ⊕ (q ⊕ r)) (p ⊕ (q ⊕ r)) ℂ) - regroup H =
      (E • (1 : Matrix ((p ⊕ q) ⊕ r) ((p ⊕ q) ⊕ r) ℂ) - H).submatrix
        (Equiv.sumAssoc p q r).symm (Equiv.sumAssoc p q r).symm := by
    ext i j
    simp [regroup, Matrix.one_apply]
  have hv : Sum.elim x y ∘ (Equiv.sumAssoc p q r).symm.symm =
      Sum.elim (Sum.elim x (y ∘ Sum.inl)) (y ∘ Sum.inr) := by
    funext i
    rcases i with (i | i) | i <;> rfl
  rw [hsub, Matrix.submatrix_mulVec_equiv, hv] at h
  funext i
  rcases i with (i | i) | i
  · exact congrFun h (Sum.inl i)
  · exact congrFun h (Sum.inr (Sum.inl i))
  · exact congrFun h (Sum.inr (Sum.inr i))

/-- Sequential downfolding: if `E - H_RR` and `E` minus the joint `QR` block are invertible,
eliminating `R` and then `Q` is well defined and gives the same effective Hamiltonian on `P` as
eliminating `Q` and `R` together. -/
theorem sequential_downfolding {E : ℂ} {H : Matrix ((p ⊕ q) ⊕ r) ((p ⊕ q) ⊕ r) ℂ}
    (hR : IsUnit (gap E H)) (hQR : IsUnit (gap E (regroup H))) :
    IsUnit (gap E (downfold E H)) ∧
      downfold E (downfold E H) = downfold E (regroup H) := by
  have hQ : IsUnit (gap E (downfold E H)) := (second_step_iff hR).2 hQR
  refine ⟨hQ, ?_⟩
  -- both effective Hamiltonians assign the same source to every model-space vector
  have key : ∀ x : p → ℂ, (E • (1 : Matrix p p ℂ) - downfold E (downfold E H)) *ᵥ x =
      (E • (1 : Matrix p p ℂ) - downfold E (regroup H)) *ᵥ x := by
    intro x
    have h1 := (source_iff hQR x _ _).2 ⟨rfl, rfl⟩
    have h2 := ((source_iff hR _ _ _).1 (source_regroup h1)).1
    exact ((source_iff hQ _ _ _).1 h2).1
  have heq : E • (1 : Matrix p p ℂ) - downfold E (downfold E H) =
      E • (1 : Matrix p p ℂ) - downfold E (regroup H) :=
    Matrix.toLin'.injective (LinearMap.ext fun x => by
      simpa only [Matrix.toLin'_apply] using key x)
  exact sub_right_inj.mp heq

/-- Three levels at zero energy, each pair coupled with unit strength. -/
def triangle : Matrix ((Unit ⊕ Unit) ⊕ Unit) ((Unit ⊕ Unit) ⊕ Unit) ℂ :=
  Matrix.of fun i j => if i = j then 0 else 1

/-- For the three coupled levels at `E = 0` the joint elimination of `Q` and `R` is well defined,
while the elimination of `R` alone is not. -/
theorem triangle_first_step_singular :
    IsUnit (gap 0 (regroup triangle)) ∧ ¬ IsUnit (gap 0 triangle) := by
  constructor
  · have h : gap 0 (regroup triangle) * gap 0 (regroup triangle) = 1 := by
      ext (i | i) (j | j) <;>
        simp [gap, regroup, triangle, toBlocks₂₂, Matrix.mul_apply]
    exact ⟨⟨_, _, h, h⟩, rfl⟩
  · have h0 : gap 0 triangle = 0 := by
      ext i j
      simp [gap, triangle, toBlocks₂₂]
    rw [h0]
    exact not_isUnit_zero

end

end SequentialDownfolding
```

```lean
#print axioms SequentialDownfolding.schrodinger_iff
#print axioms SequentialDownfolding.sequential_downfolding
#print axioms SequentialDownfolding.triangle_first_step_singular
```

```
'SequentialDownfolding.schrodinger_iff' depends on axioms: [propext, Classical.choice, Quot.sound]
'SequentialDownfolding.sequential_downfolding' depends on axioms: [propext, Classical.choice, Quot.sound]
'SequentialDownfolding.triangle_first_step_singular' depends on axioms: [propext, Classical.choice, Quot.sound]
```

## From block rows to equal matrices

`sub_eq_fromBlocks` writes E − H in blocks, and `det_sub_eq` obtains the determinant identity from Mathlib's Schur formula. In `source_iff`, `row2` solves for y and `row1` inserts it. `schrodinger_iff` is the case s = 0, the eigenvalue equation.

`second_step_iff` applies the determinant identity to the QR block; its `hF` identifies the downfolded block with K_QQ. `source_regroup` carries the source equation from one grouping to the other.

In the main proof, `h1` builds the full vector from x, `h2` eliminates R, and the last line of `key` eliminates Q. Agreement on every x then gives equality of the matrices.

## A triangle of levels that blocks the first step

Neither hypothesis is idle. Given the one on R, `second_step_iff` shows that the joint condition is equivalent to regularity of the second step.

Conversely, `triangle` has three levels at zero energy, each pair coupled with strength 1. At E = 0 the joint denominator has rows (0, −1) and (−1, 0). It squares to the identity, so it is invertible, and the joint elimination gives the effective energy −2. But E − H_RR = 0, so R cannot be eliminated first. `triangle_first_step_singular` proves the two statements about invertibility.
